# At equal second moment, a half-filled rectangular band has lower energy than a semi-elliptic one

Take a rectangular and a semi-elliptic density of states, both normalised, centred at zero and with second moment $s^2$, where $s>0$. With all states below zero filled, their band energies are

$$E_{\rm rect}=-\frac{\sqrt3\,s}{4}\approx-0.433\,s,\qquad E_{\rm semi}=-\frac{4s}{3\pi}\approx-0.424\,s,$$

so the rectangular band binds more strongly, by about 2%.

## Band energy and second moment

In a tight-binding model of non-interacting electrons with one orbital per site, orthonormal orbitals and on-site energy zero, the second moment of the local density of states is the sum of the squared magnitudes of the hoppings from that site. It sets the energy scale $s$, and the assumed band shape sets the prefactor.

Let the band occupy $[-a,a]$ with density $D$. Filled to the level $\mu$, it has the moments

$$M_n(\mu)=\int_{-a}^{\mu}x^nD(x)\,dx .$$

The full moments have $\mu=a$. If $D$ is even, $\mu=0$ is half filling, and the half-filled energy is $M_1(0)$. It counts one orbital of one spin at zero temperature, measured from the band centre, without repulsion between atoms.

## The rectangular band

With $D=1/(2a)$, the norm is $1$, the first moment vanishes and $M_0(0)=1/2$. Moreover

$$M_2(a)=\frac{1}{2a}\cdot\frac{2a^3}{3}=\frac{a^2}{3},\qquad M_1(0)=\frac1{2a}\cdot\Big(-\frac{a^2}{2}\Big)=-\frac a4 .$$

Second moment $s^2$ therefore means $a=\sqrt3\,s$, which gives $E_{\rm rect}$.

## The semi-elliptic band

Let the half-width now be $b$, with $D(x)=2\sqrt{b^2-x^2}/(\pi b^2)$. Substituting $x=b\sin\theta$ and $\mu=b\sin c$,

$$M_n(\mu)=\frac{2b^n}{\pi}\int_{-\pi/2}^{c}\sin^n\theta\cos^2\theta\,d\theta .$$

- For $n=0$, the antiderivative $(\theta+\sin\theta\cos\theta)/2$ gives $M_0(b)=1$ and $M_0(0)=1/2$.
- For $n=1$, the antiderivative $-\cos^3\theta/3$ gives $M_1(b)=0$ and $M_1(0)=-2b/(3\pi)$.
- For $n=2$, the integral over the full range is $\pi/8$, so $M_2(b)=b^2/4$.

Hence $b=2s$, which gives $E_{\rm semi}$. The rectangular energy is lower exactly when $16<3\sqrt3\,\pi$, and already $3\cdot1.73\cdot3.14>16.2$.

## A lower bound for symmetric bands

Let $D$ be continuous, even, normalised and non-negative on the band, with second moment $s^2$. By symmetry the states below zero carry half of the norm and half of the second moment, so

$$0\le\int_{-a}^0(x+s)^2D\,dx=\frac{s^2}{2}+2sM_1(0)+\frac{s^2}{2},$$

and therefore $M_1(0)\ge-s/2$.

## The statement in Lean

`filledMoment D a μ n` is $M_n(\mu)$, `moment` sets $\mu=a$, and `halfFilledEnergy` sets $\mu=0$, $n=1$. The main theorem, `rectangular_binds_more_strongly`, takes positive `s`, `a`, `b` and the two second-moment equations `hR` and `hE`. It returns both energies and the strict inequality. Normalisation, centring and half filling are proved separately in the two `_moments` theorems.

`rectangularDOS` is constant on the whole line; the integration limits cut out the band. A density that vanishes outside the band, with moments taken over all of $\mathbb R$, would describe the same physics and give the same energies. The rectangular density would then be discontinuous, so a lower bound that assumes continuity would not cover it. The argument itself only uses integrability, which already follows from the non-zero norm and second moment, because Lean assigns the integral zero to a non-integrable function.

```lean
import Mathlib

open Real

namespace RectangularVersusSemiElliptic

noncomputable section

/-- The `n`-th moment of the states between the lower band edge `-a` and the level `μ`,
for a band with density of states `D`. -/
def filledMoment (D : ℝ → ℝ) (a μ : ℝ) (n : ℕ) : ℝ := ∫ x in (-a)..μ, x ^ n * D x

/-- The `n`-th moment of the whole band on `[-a, a]`. -/
def moment (D : ℝ → ℝ) (a : ℝ) (n : ℕ) : ℝ := filledMoment D a a n

/-- The band energy when all states below zero are filled. -/
def halfFilledEnergy (D : ℝ → ℝ) (a : ℝ) : ℝ := filledMoment D a 0 1

/-- The rectangular density of states of half-width `a`, as a function on the band `[-a, a]`. -/
def rectangularDOS (a : ℝ) : ℝ → ℝ := fun _ => 1 / (2 * a)

/-- The semi-elliptic density of states of half-width `a`. -/
def semiEllipticDOS (a : ℝ) : ℝ → ℝ := fun x => 2 / (π * a ^ 2) * √(a ^ 2 - x ^ 2)

/-- Moments of the rectangular band filled up to the level `μ`. -/
theorem rectangular_filled (a μ : ℝ) (n : ℕ) :
    filledMoment (rectangularDOS a) a μ n
      = (μ ^ (n + 1) - (-a) ^ (n + 1)) / ((n : ℝ) + 1) * (1 / (2 * a)) := by
  unfold filledMoment rectangularDOS
  rw [intervalIntegral.integral_mul_const, integral_pow]

/-- The rectangular band is normalised and centred at zero, has second moment `a² / 3`, is half
filled when the states below zero are occupied, and then has energy `-a / 4`. -/
theorem rectangular_moments {a : ℝ} (ha : 0 < a) :
    moment (rectangularDOS a) a 0 = 1 ∧ moment (rectangularDOS a) a 1 = 0 ∧
    moment (rectangularDOS a) a 2 = a ^ 2 / 3 ∧
    filledMoment (rectangularDOS a) a 0 0 = 1 / 2 ∧
    halfFilledEnergy (rectangularDOS a) a = -(a / 4) := by
  simp only [moment, halfFilledEnergy, rectangular_filled]
  refine ⟨?_, ?_, ?_, ?_, ?_⟩ <;> push_cast <;>
    first
      | ring1
      | (field_simp; ring1)

/-- With `x = a sin θ`, the `n`-th moment of the semi-elliptic band filled up to `μ = a sin c` is `2
aⁿ / π` times the increment from `-π / 2` to `c` of an antiderivative `F` of `sinⁿ θ cos² θ`. -/
theorem semiElliptic_filled {a μ c : ℝ} (ha : 0 < a) {n : ℕ} {F : ℝ → ℝ}
    (hF : ∀ θ, HasDerivAt F (sin θ ^ n * cos θ ^ 2) θ)
    (hc : c ∈ Set.Icc (-(π / 2)) (π / 2)) (hμ : a * sin c = μ) :
    filledMoment (semiEllipticDOS a) a μ n
      = 2 / (π * a ^ 2) * (a ^ (n + 2) * (F c - F (-(π / 2)))) := by
  have e : a * sin (-(π / 2)) = -a := by
    rw [Real.sin_neg, Real.sin_pi_div_two]; ring
  -- the change of variables
  have h : (∫ θ in (-(π / 2))..c,
        ((a * sin θ) ^ n * √(a ^ 2 - (a * sin θ) ^ 2)) * (a * cos θ))
      = ∫ x in (a * sin (-(π / 2)))..(a * sin c), x ^ n * √(a ^ 2 - x ^ 2) :=
    intervalIntegral.integral_comp_mul_deriv
      (f := fun θ => a * sin θ) (f' := fun θ => a * cos θ)
      (g := fun x => x ^ n * √(a ^ 2 - x ^ 2))
      (fun θ _ => (Real.hasDerivAt_sin θ).const_mul a) (by fun_prop) (by fun_prop)
  rw [e, hμ] at h
  -- the square root becomes `a cos θ`
  have h2 : (∫ θ in (-(π / 2))..c,
        ((a * sin θ) ^ n * √(a ^ 2 - (a * sin θ) ^ 2)) * (a * cos θ))
      = ∫ θ in (-(π / 2))..c, a ^ (n + 2) * (sin θ ^ n * cos θ ^ 2) := by
    apply intervalIntegral.integral_congr
    intro θ hθ
    rw [Set.uIcc_of_le hc.1] at hθ
    have hcos : 0 ≤ cos θ := Real.cos_nonneg_of_mem_Icc ⟨hθ.1, hθ.2.trans hc.2⟩
    have hs : √(a ^ 2 - (a * sin θ) ^ 2) = a * cos θ := by
      rw [show a ^ 2 - (a * sin θ) ^ 2 = (a * cos θ) ^ 2 by
        linear_combination (-a ^ 2) * Real.sin_sq_add_cos_sq θ]
      exact Real.sqrt_sq (mul_nonneg ha.le hcos)
    simp only [hs]
    rw [mul_pow]
    ring
  have h3 : (∫ θ in (-(π / 2))..c, sin θ ^ n * cos θ ^ 2) = F c - F (-(π / 2)) :=
    intervalIntegral.integral_eq_sub_of_hasDerivAt (fun θ _ => hF θ)
      (Continuous.intervalIntegrable (by fun_prop) _ _)
  rw [intervalIntegral.integral_const_mul, h3] at h2
  rw [← h2, h, ← intervalIntegral.integral_const_mul]
  unfold filledMoment semiEllipticDOS
  congr 1
  funext x
  ring

/-- The semi-elliptic band is normalised and centred at zero, has second moment `a² / 4`, is half
filled when the states below zero are occupied, and then has energy `-2a / (3π)`. -/
theorem semiElliptic_moments {a : ℝ} (ha : 0 < a) :
    moment (semiEllipticDOS a) a 0 = 1 ∧ moment (semiEllipticDOS a) a 1 = 0 ∧
    moment (semiEllipticDOS a) a 2 = a ^ 2 / 4 ∧
    filledMoment (semiEllipticDOS a) a 0 0 = 1 / 2 ∧
    halfFilledEnergy (semiEllipticDOS a) a = -(2 * a / (3 * π)) := by
  have hπ := Real.pi_pos
  -- antiderivatives of `cos²`, `sin cos²` and `sin² cos²`
  have h0 : ∀ θ, HasDerivAt (fun θ => (θ + sin θ * cos θ) / 2) (sin θ ^ 0 * cos θ ^ 2) θ := by
    intro θ
    refine (((hasDerivAt_id' θ).fun_add
      ((Real.hasDerivAt_sin θ).fun_mul (Real.hasDerivAt_cos θ))).div_const 2).congr_deriv ?_
    linear_combination (-1 / 2) * Real.sin_sq_add_cos_sq θ
  have h1 : ∀ θ, HasDerivAt (fun θ => -(cos θ * cos θ * cos θ) / 3)
      (sin θ ^ 1 * cos θ ^ 2) θ := by
    intro θ
    have hc := Real.hasDerivAt_cos θ
    refine (((hc.fun_mul hc).fun_mul hc).fun_neg.div_const 3).congr_deriv ?_
    ring
  have h2 : ∀ θ, HasDerivAt (fun θ => (θ - sin θ * cos θ * (1 - 2 * (sin θ * sin θ))) / 8)
      (sin θ ^ 2 * cos θ ^ 2) θ := by
    intro θ
    have hs := Real.hasDerivAt_sin θ
    refine (((hasDerivAt_id' θ).fun_sub ((hs.fun_mul (Real.hasDerivAt_cos θ)).fun_mul
      (((hs.fun_mul hs).const_mul 2).const_sub 1))).div_const 8).congr_deriv ?_
    linear_combination (-(1 + 2 * sin θ ^ 2) / 8) * Real.sin_sq_add_cos_sq θ
  have top : π / 2 ∈ Set.Icc (-(π / 2)) (π / 2) := ⟨by linarith, le_rfl⟩
  have mid : (0 : ℝ) ∈ Set.Icc (-(π / 2)) (π / 2) := ⟨by linarith, by linarith⟩
  have etop : a * sin (π / 2) = a := by rw [Real.sin_pi_div_two, mul_one]
  have emid : a * sin 0 = 0 := by rw [Real.sin_zero, mul_zero]
  unfold moment halfFilledEnergy
  rw [semiElliptic_filled ha h0 top etop, semiElliptic_filled ha h1 top etop,
    semiElliptic_filled ha h2 top etop, semiElliptic_filled ha h0 mid emid,
    semiElliptic_filled ha h1 mid emid]
  simp only [Real.sin_neg, Real.cos_neg, Real.sin_pi_div_two, Real.cos_pi_div_two,
    Real.sin_zero, Real.cos_zero]
  refine ⟨?_, ?_, ?_, ?_, ?_⟩ <;>
    first
      | ring1
      | (field_simp; ring1)

/-- A rectangular band has second moment `s²` exactly when its half-width is `√3 s`. -/
theorem rectangular_halfWidth {s a : ℝ} (hs : 0 < s) (ha : 0 < a) :
    moment (rectangularDOS a) a 2 = s ^ 2 ↔ a = √3 * s := by
  have h3 : √3 ^ 2 = (3 : ℝ) := Real.sq_sqrt (by norm_num)
  rw [(rectangular_moments ha).2.2.1]
  constructor
  · intro h
    refine (sq_eq_sq₀ ha.le (by positivity)).1 ?_
    rw [mul_pow, h3]
    linarith
  · intro h
    rw [h, mul_pow, h3]
    ring

/-- A semi-elliptic band has second moment `s²` exactly when its half-width is `2s`. -/
theorem semiElliptic_halfWidth {s a : ℝ} (hs : 0 < s) (ha : 0 < a) :
    moment (semiEllipticDOS a) a 2 = s ^ 2 ↔ a = 2 * s := by
  rw [(semiElliptic_moments ha).2.2.1]
  constructor
  · intro h
    refine (sq_eq_sq₀ ha.le (by positivity)).1 ?_
    linarith
  · intro h
    rw [h]
    ring

/-- At equal second moment `s²` the half-filled rectangular and semi-elliptic bands have energies
`-√3 s / 4` and `-4s / (3π)`, and the rectangular one is strictly lower. -/
theorem rectangular_binds_more_strongly {s a b : ℝ} (hs : 0 < s) (ha : 0 < a) (hb : 0 < b)
    (hR : moment (rectangularDOS a) a 2 = s ^ 2)
    (hE : moment (semiEllipticDOS b) b 2 = s ^ 2) :
    halfFilledEnergy (rectangularDOS a) a = -(√3 * s / 4) ∧
    halfFilledEnergy (semiEllipticDOS b) b = -(4 * s / (3 * π)) ∧
    halfFilledEnergy (rectangularDOS a) a < halfFilledEnergy (semiEllipticDOS b) b := by
  have eR : halfFilledEnergy (rectangularDOS a) a = -(√3 * s / 4) := by
    rw [(rectangular_moments ha).2.2.2.2, (rectangular_halfWidth hs ha).1 hR]
  have eE : halfFilledEnergy (semiEllipticDOS b) b = -(4 * s / (3 * π)) := by
    rw [(semiElliptic_moments hb).2.2.2.2, (semiElliptic_halfWidth hs hb).1 hE]
    ring
  refine ⟨eR, eE, ?_⟩
  rw [eR, eE]
  -- the comparison reduces to `16 < 3 √3 π`
  have h3 : (1.73 : ℝ) < √3 := Real.lt_sqrt_of_sq_lt (by norm_num)
  have hp : (3.14 : ℝ) < π := Real.pi_gt_d2
  have hk : 16 < 3 * (√3 * π) := by nlinarith
  have hlt : 4 * s / (3 * π) < √3 * s / 4 := by
    rw [div_lt_iff₀ (by positivity)]
    nlinarith [mul_lt_mul_of_pos_left hk hs]
  linarith

/-- In a symmetric band with a continuous density of states, the states below zero carry half of
every even moment. -/
theorem even_moment_half {D : ℝ → ℝ} (hD : Continuous D) (heven : ∀ x, D (-x) = D x)
    (a : ℝ) {n : ℕ} (hn : Even n) : filledMoment D a 0 n = moment D a n / 2 := by
  have hi : ∀ u v, IntervalIntegrable (fun x => x ^ n * D x) MeasureTheory.volume u v :=
    fun u v => Continuous.intervalIntegrable (by fun_prop) u v
  have h1 : (∫ x in (0 : ℝ)..a, x ^ n * D x) = ∫ x in (-a)..0, x ^ n * D x := by
    have h := intervalIntegral.integral_comp_neg (a := 0) (b := a) (fun x => x ^ n * D x)
    simpa only [hn.neg_pow, heven, neg_zero] using h
  have h2 := intervalIntegral.integral_add_adjacent_intervals (hi (-a) 0) (hi 0 a)
  unfold moment filledMoment
  linarith

/-- A symmetric, continuous, normalised density of states with second moment `s²` has half-filled
band energy at least `-s / 2`. -/
theorem halfFilledEnergy_lower_bound {D : ℝ → ℝ} {a s : ℝ} (ha : 0 ≤ a) (hs : 0 < s)
    (hD : Continuous D) (heven : ∀ x, D (-x) = D x) (hpos : ∀ x ∈ Set.Icc (-a) a, 0 ≤ D x)
    (hnorm : moment D a 0 = 1) (hsecond : moment D a 2 = s ^ 2) :
    -(s / 2) ≤ halfFilledEnergy D a := by
  -- integrate `(x + s)² D(x) ≥ 0` over the filled states
  have key : 0 ≤ ∫ x in (-a)..0, (x + s) ^ 2 * D x :=
    intervalIntegral.integral_nonneg (by linarith) (fun x hx =>
      mul_nonneg (sq_nonneg _) (hpos x ⟨hx.1, by linarith [hx.2]⟩))
  have e : (fun x => (x + s) ^ 2 * D x)
      = fun x => x ^ 2 * D x + 2 * s * (x ^ 1 * D x) + s ^ 2 * (x ^ 0 * D x) := by
    funext x
    ring
  have expand : (∫ x in (-a)..0, (x + s) ^ 2 * D x) = filledMoment D a 0 2
      + 2 * s * filledMoment D a 0 1 + s ^ 2 * filledMoment D a 0 0 := by
    unfold filledMoment
    rw [e, intervalIntegral.integral_add, intervalIntegral.integral_add,
      intervalIntegral.integral_const_mul, intervalIntegral.integral_const_mul]
    all_goals exact Continuous.intervalIntegrable (by fun_prop) _ _
  rw [expand, even_moment_half hD heven a (by decide : Even 2),
    even_moment_half hD heven a (by decide : Even 0), hnorm, hsecond] at key
  unfold halfFilledEnergy
  by_contra hlt
  have hlt' := not_le.1 hlt
  nlinarith [mul_lt_mul_of_pos_left hlt' hs]

end

end RectangularVersusSemiElliptic
```

```lean
#print axioms RectangularVersusSemiElliptic.rectangular_binds_more_strongly
#print axioms RectangularVersusSemiElliptic.halfFilledEnergy_lower_bound
```

```
'RectangularVersusSemiElliptic.rectangular_binds_more_strongly' depends on axioms: [propext, Classical.choice, Quot.sound]
'RectangularVersusSemiElliptic.halfFilledEnergy_lower_bound' depends on axioms: [propext, Classical.choice, Quot.sound]
```

## How the proof follows the integrals

`rectangular_filled` integrates a power. `semiElliptic_filled` carries out the substitution: `h` changes variables, `h2` replaces the square root by $a\cos\theta$, which is non-negative on this range, and `h3` applies the fundamental theorem of calculus. `semiElliptic_moments` supplies the three antiderivatives and checks them by differentiation.

The two `_halfWidth` theorems are equivalences, so they also show that `hR` and `hE` can be satisfied for every $s>0$. The main theorem inserts these half-widths and closes the comparison with the bounds $1.73<\sqrt3$ and $3.14<\pi$.

For the general bound, `even_moment_half` reflects $x\to-x$, and `halfFilledEnergy_lower_bound` expands the square integral.

## Use in a band-energy calculation

A program using either model band can compute $s$ from the hoppings, set the half-width to $\sqrt3\,s$ or $2s$, and integrate up to the Fermi level. For $s=1$ eV at half filling it should return $-0.433$ eV or $-0.424$ eV per orbital and spin; spin degeneracy doubles both.
